# Givens Rotations That Share Exactly One Mode Commute Only If One Is the Identity or Both Are Half Turns

Suppose a circuit optimiser exchanges two neighbouring quarter turns, one in the plane (1,2) and one in (2,3). In the original order, (1,2) first, a particle in mode 1 moves to mode 2 and then to mode 3. After the exchange, the (2,3) rotation leaves it alone and the (1,2) rotation takes it only to mode 2. The network now prepares a different state. For networks of real orbital rotations acting on non-interacting particles, the condition below tells which such exchanges leave the one-particle matrix unchanged, and so are exact for every input state. A particular state, such as a particle that is in none of the three modes when the two rotations act, can be unaffected by an exchange that fails the condition.

## The commutator by hand

Let i, j, k be distinct modes, and let E_pq be the matrix that sends mode q to mode p and annihilates the others. These matrices satisfy

E_pq E_rs = E_ps if q = r, and 0 otherwise.

Write a = 1 − cos θ, s = sin θ, b = 1 − cos φ, t = sin φ. The rotations in the planes (i,j) and (j,k) are 1 + X and 1 + Y, with

X = −a(E_ii + E_jj) + s(E_ji − E_ij)
Y = −b(E_jj + E_kk) + t(E_kj − E_jk).

The identity parts drop out of the commutator. Only products that meet at j survive:

XY = ab E_jj + at E_jk + sb E_ij + st E_ik
YX = ab E_jj − sb E_ji − at E_kj + st E_ki.

Hence

XY − YX = sb(E_ij + E_ji) + st(E_ik − E_ki) + at(E_jk + E_kj).

Each coefficient fills two entries, so the sum of squared entries is 2(s²b² + s²t² + a²t²). Since s² = a(2 − a) and t² = b(2 − b), this equals

2ab[(2 − a)b + (2 − a)(2 − b) + a(2 − b)] = 2ab(4 − ab).

It vanishes if a = 0, b = 0 or ab = 4. Because a and b lie in [0,2], the last case forces a = b = 2. The rotations therefore commute exactly when cos θ = 1, or cos φ = 1, or both cosines are −1.

It is not enough that one sine vanishes. For θ = π and φ = π/2 the coefficient at is 2, and the rotations do not commute.

## Rotations as real matrices

The modes form an arbitrary finite type `n`, and the matrices act on the real one-particle space. Complex phases, interactions and the encoding into qubits are not modelled.

```lean
import Mathlib

open Matrix

namespace GivensReordering

noncomputable section

variable {n : Type*} [Fintype n] [DecidableEq n]
```

`hop i j` is E_ij.

```lean
/-- The matrix unit that sends mode `j` to mode `i` and annihilates all other modes. -/
def hop (i j : n) : Matrix n n ℝ := Matrix.single i j 1
```

The sign convention of `givens` sends mode i to cos θ times mode i plus sin θ times mode j.

```lean
/-- For distinct modes `i` and `j`, the Givens rotation by the angle `θ` in their plane. -/
def givens (i j : n) (θ : ℝ) : Matrix n n ℝ :=
  1 + (Real.cos θ - 1) • (hop i i + hop j j) + Real.sin θ • (hop j i - hop i j)
```

The size of the reordering error is measured by the squared Frobenius norm of the commutator.

```lean
/-- The squared Frobenius norm of a real matrix: the sum of its squared entries. -/
def frobSq (M : Matrix n n ℝ) : ℝ := ∑ p, ∑ q, M p q ^ 2
```

In three dimensions the definition gives the familiar matrices, checked entry by entry. Lean's modes 0, 1, 2 are the modes 1, 2, 3 of the opening example.

```lean
/-- With modes numbered 0, 1, 2, the Givens rotations in the planes (0,1) and (1,2) are the usual
rotation matrices. -/
theorem givens_three_dim (θ φ : ℝ) :
    givens (0 : Fin 3) 1 θ =
      !![Real.cos θ, -Real.sin θ, 0; Real.sin θ, Real.cos θ, 0; 0, 0, 1] ∧
    givens (1 : Fin 3) 2 φ =
      !![1, 0, 0; 0, Real.cos φ, -Real.sin φ; 0, Real.sin φ, Real.cos φ] := by
  constructor <;> ext i j <;> fin_cases i <;> fin_cases j <;>
    simp [givens, hop]
```

## Contractions and commutators

The contraction rule follows by separating equal from unequal inner modes.

```lean
/-- Two matrix units multiply to a matrix unit if the inner modes agree, and to zero
otherwise. -/
theorem hop_mul (i j k l : n) :
    hop i j * hop k l = if j = k then hop i l else 0 := by
  by_cases h : j = k
  · subst h
    simp [hop]
  · simp [hop, h]
```

If the planes have no common mode, every cross product vanishes, and the rotations commute for all angles. After `simp only` has expanded the products, `module` matches the remaining terms.

```lean
/-- Givens rotations in planes without a common mode commute for all angles. -/
theorem disjoint_commute {i j k l : n} (hik : i ≠ k) (hil : i ≠ l) (hjk : j ≠ k)
    (hjl : j ≠ l) (θ φ : ℝ) :
    givens i j θ * givens k l φ = givens k l φ * givens i j θ := by
  -- all products of matrix units from different planes vanish
  simp only [givens, mul_add, add_mul, mul_sub, sub_mul, smul_mul_assoc, mul_smul_comm,
    one_mul, mul_one, hop_mul, hik, hil, hjk, hjl, hik.symm, hil.symm, hjk.symm, hjl.symm,
    if_false, smul_zero, add_zero, sub_zero]
  module
```

With one shared mode, the same expansion leaves the three terms found by hand.

```lean
/-- The commutator of two Givens rotations whose planes share only the mode `j`, in closed form. -/
theorem overlapping_commutator {i j k : n} (hij : i ≠ j) (hjk : j ≠ k) (hik : i ≠ k)
    (θ φ : ℝ) :
    givens i j θ * givens j k φ - givens j k φ * givens i j θ =
      (Real.sin θ * (1 - Real.cos φ)) • (hop i j + hop j i)
      + (Real.sin θ * Real.sin φ) • (hop i k - hop k i)
      + (Real.sin φ * (1 - Real.cos θ)) • (hop j k + hop k j) := by
  simp only [givens, mul_add, add_mul, mul_sub, sub_mul, smul_mul_assoc, mul_smul_comm,
    one_mul, mul_one, hop_mul, hij, hjk, hik, hij.symm, hjk.symm, hik.symm,
    if_true, if_false, smul_zero, add_zero, zero_add, sub_zero, zero_sub]
  module
```

## From the norm to the condition

A sum of squares is zero only if each square is zero, so a vanishing norm means a vanishing matrix.

```lean
omit [DecidableEq n] in
/-- The squared Frobenius norm of a real matrix vanishes exactly for the zero matrix. -/
theorem frobSq_eq_zero_iff (M : Matrix n n ℝ) : frobSq M = 0 ↔ M = 0 := by
  constructor
  · intro h
    ext p q
    have h1 : ∀ p ∈ (Finset.univ : Finset n), ∑ q, M p q ^ 2 = 0 :=
      (Finset.sum_eq_zero_iff_of_nonneg
        (fun p _ => Finset.sum_nonneg fun q _ => sq_nonneg (M p q))).1 h
    have h2 : ∀ q ∈ (Finset.univ : Finset n), M p q ^ 2 = 0 :=
      (Finset.sum_eq_zero_iff_of_nonneg (fun q _ => sq_nonneg (M p q))).1
        (h1 p (Finset.mem_univ p))
    simpa using h2 q (Finset.mem_univ q)
  · intro h
    simp [h, frobSq]
```

The squared norm is computed as the trace of M Mᵀ, where the contraction rule applies again. The final `linear_combination` replaces the squared sines by cosines.

```lean
/-- If the planes of two Givens rotations share exactly one mode, the squared Frobenius norm of
their commutator is `2ab(4 - ab)` with `a = 1 - cos θ` and `b = 1 - cos φ`. -/
theorem reordering_error {i j k : n} (hij : i ≠ j) (hjk : j ≠ k) (hik : i ≠ k) (θ φ : ℝ) :
    frobSq (givens i j θ * givens j k φ - givens j k φ * givens i j θ) =
      2 * ((1 - Real.cos θ) * (1 - Real.cos φ)) *
        (4 - (1 - Real.cos θ) * (1 - Real.cos φ)) := by
  -- the sum of squared entries is the trace of `M Mᵀ`
  have htr : ∀ M : Matrix n n ℝ, frobSq M = Matrix.trace (M * Mᵀ) := by
    intro M
    simp [frobSq, Matrix.trace, Matrix.mul_apply, pow_two]
  have hT : ∀ p q : n, (hop p q)ᵀ = hop q p := by
    intro p q
    ext a b
    simp [hop, Matrix.single_apply, and_comm]
  have ht : ∀ p q : n, Matrix.trace (hop p q) = if p = q then 1 else 0 := by
    intro p q
    by_cases h : p = q
    · subst h
      simp [hop]
    · simp [hop, h]
  rw [overlapping_commutator hij hjk hik, htr]
  simp only [Matrix.transpose_add, Matrix.transpose_sub, Matrix.transpose_smul, hT,
    mul_add, add_mul, mul_sub, sub_mul, smul_add, smul_sub, smul_mul_assoc, mul_smul_comm,
    hop_mul, hij, hjk, hik, hij.symm, hjk.symm, hik.symm, if_true, if_false,
    Matrix.trace_add, Matrix.trace_sub, Matrix.trace_smul, Matrix.trace_zero, ht,
    smul_eq_mul, smul_zero, mul_zero]
  -- eliminate the squared sines
  have hs : Real.sin θ ^ 2 = 1 - Real.cos θ ^ 2 := Real.sin_sq θ
  have hu : Real.sin φ ^ 2 = 1 - Real.cos φ ^ 2 := Real.sin_sq φ
  linear_combination 2 * ((1 - Real.cos φ) ^ 2 + Real.sin φ ^ 2) * hs
    + 2 * ((1 - Real.cos θ ^ 2) + (1 - Real.cos θ) ^ 2) * hu
```

The main theorem turns commutation into the vanishing of 2ab(4 − ab). If neither a nor b is zero, then ab = 4. The first `nlinarith` uses a(2 − b) ≥ 0, which gives 2a ≥ 4 and so cos θ ≤ −1; the second does the same for φ. The converse is substitution.

The three inequalities between modes say that the planes share exactly one mode. Without `hik` one could take k = i: both rotations then lie in the same plane and commute even for θ = φ = π/2, where neither cosine is 1 or −1.

```lean
/-- Two Givens rotations whose planes share exactly one mode commute if and only if one of
them has cosine `1` or both have cosine `-1`. -/
theorem overlapping_commute_iff {i j k : n} (hij : i ≠ j) (hjk : j ≠ k) (hik : i ≠ k)
    (θ φ : ℝ) :
    givens i j θ * givens j k φ = givens j k φ * givens i j θ ↔
      Real.cos θ = 1 ∨ Real.cos φ = 1 ∨ (Real.cos θ = -1 ∧ Real.cos φ = -1) := by
  rw [← sub_eq_zero, ← frobSq_eq_zero_iff, reordering_error hij hjk hik]
  constructor
  · intro h
    by_cases h1 : Real.cos θ = 1
    · exact Or.inl h1
    by_cases h2 : Real.cos φ = 1
    · exact Or.inr (Or.inl h2)
    have ha : 1 - Real.cos θ ≠ 0 := fun h0 => h1 (by linarith)
    have hb : 1 - Real.cos φ ≠ 0 := fun h0 => h2 (by linarith)
    -- both factors `a`, `b` are at most 2, so `ab = 4` forces `a = b = 2`
    have hab : 4 - (1 - Real.cos θ) * (1 - Real.cos φ) = 0 :=
      (mul_eq_zero.1 h).resolve_left (mul_ne_zero two_ne_zero (mul_ne_zero ha hb))
    have a0 : 0 ≤ 1 - Real.cos θ := by linarith [Real.cos_le_one θ]
    have b0 : 0 ≤ 1 - Real.cos φ := by linarith [Real.cos_le_one φ]
    have a2 : 0 ≤ Real.cos θ + 1 := by linarith [Real.neg_one_le_cos θ]
    have b2 : 0 ≤ Real.cos φ + 1 := by linarith [Real.neg_one_le_cos φ]
    refine Or.inr (Or.inr ⟨le_antisymm ?_ (by linarith), le_antisymm ?_ (by linarith)⟩)
    · nlinarith [mul_nonneg a0 b2]
    · nlinarith [mul_nonneg b0 a2]
  · rintro (h | h | ⟨h1, h2⟩)
    · rw [h]; ring
    · rw [h]; ring
    · rw [h1, h2]; norm_num
```

For angles in (−π, π], cosine 1 means angle 0 and cosine −1 means angle π. For the second equivalence, a shift by π turns cosine −1 into cosine 1; the shifted angle lies in (−2π, 0], where cosine 1 still forces angle 0. The range matters, since a rotation by 2π also commutes with everything.

```lean
/-- For angles in `(-π, π]`, two Givens rotations whose planes share exactly one mode commute if and
only if one angle is zero or both angles equal `π`. -/
theorem overlapping_commute_iff_angle {i j k : n} (hij : i ≠ j) (hjk : j ≠ k) (hik : i ≠ k)
    {θ φ : ℝ} (hθ : -Real.pi < θ ∧ θ ≤ Real.pi) (hφ : -Real.pi < φ ∧ φ ≤ Real.pi) :
    givens i j θ * givens j k φ = givens j k φ * givens i j θ ↔
      θ = 0 ∨ φ = 0 ∨ (θ = Real.pi ∧ φ = Real.pi) := by
  have hpi := Real.pi_pos
  have h0 : ∀ x : ℝ, -Real.pi < x ∧ x ≤ Real.pi → (Real.cos x = 1 ↔ x = 0) :=
    fun x hx => Real.cos_eq_one_iff_of_lt_of_lt (by linarith [hx.1]) (by linarith [hx.2])
  have h1 : ∀ x : ℝ, -Real.pi < x ∧ x ≤ Real.pi → (Real.cos x = -1 ↔ x = Real.pi) := by
    intro x hx
    constructor
    · intro h
      -- shift by half a turn to reduce to cosine one
      have hc : Real.cos (x - Real.pi) = 1 := by
        rw [Real.cos_sub_pi, h]; norm_num
      have := (Real.cos_eq_one_iff_of_lt_of_lt (by linarith [hx.1])
        (by linarith [hx.2])).1 hc
      linarith
    · intro h
      rw [h, Real.cos_pi]
  rw [overlapping_commute_iff hij hjk hik, h0 θ hθ, h0 φ hφ, h1 θ hθ, h1 φ hφ]

end

end GivensReordering
```

```lean
#print axioms GivensReordering.givens_three_dim
#print axioms GivensReordering.disjoint_commute
#print axioms GivensReordering.overlapping_commute_iff_angle
```

```
'GivensReordering.givens_three_dim' depends on axioms: [propext, Classical.choice, Quot.sound]
'GivensReordering.disjoint_commute' depends on axioms: [propext, Classical.choice, Quot.sound]
'GivensReordering.overlapping_commute_iff_angle' depends on axioms: [propext, Classical.choice, Quot.sound]
```
